# With one boson per input, mean counts in a lossless linear interferometer are sums of single-particle probabilities

Send $n$ non-interacting identical bosons, each in a different input mode, into a lossless interferometer with $m$ output modes. If $V_{kj}$ is the amplitude for a single particle to go from input $j$ to output $k$, the mean number of bosons found in output $k$ is

$$\langle N_k\rangle=\sum_j |V_{kj}|^2 .$$

Losslessness enters as $V^\dagger V=1$: the columns of the $m\times n$ matrix $V$ are orthonormal. Only occupied inputs have a column in $V$; inputs left empty are omitted.

A detection list $f$ assigns an output mode $f(i)$ to each particle label $i$. Its weight is $|\operatorname{perm}V_{f(i),j}|^2/n!$, and $N_k(f)$ is the number of labels with $f(i)=k$. The $n!$ differs from the usual formula for an occupation pattern $(s_k)$, which divides by $\prod_k s_k!$, because each pattern is spread here over $n!/\prod_k s_k!$ lists of equal weight.

## Why only equal permutations contribute

Write the permanent as a sum over permutations, so that

$$|\operatorname{perm}V_{f(i),j}|^2=\sum_{\sigma,\tau}\prod_l \overline{V_{f(l),\sigma(l)}}\,V_{f(l),\tau(l)} .$$

Let $h(k)$ be a real one-body observable. Multiply by $h(f(i))$ for one marked particle $i$ and sum over $f$. Each $f(l)$ is summed independently, which gives

$$\Big(\sum_k h(k)\overline{V_{k\sigma(i)}}V_{k\tau(i)}\Big)\prod_{l\ne i}\delta_{\sigma(l)\tau(l)} .$$

The product vanishes unless $\sigma$ and $\tau$ agree at every unmarked particle. Only one value is then left for particle $i$, so they agree there too. The surviving terms have $\sigma=\tau$ and equal $\sum_k h(k)|V_{k\sigma(i)}|^2$.

Now sum over $i$. As $i$ runs through the particles, $\sigma(i)$ runs through all columns, so every $\sigma$ contributes the same amount. The $n!$ permutations cancel the $1/n!$:

$$\Big\langle\sum_i h(f(i))\Big\rangle=\sum_j\sum_k h(k)|V_{kj}|^2 .$$

Choosing $h$ to be 1 on mode $k$ and 0 elsewhere gives the mean count.

Distinguishable particles have probabilities $\prod_j|V_{f(j),j}|^2$. Marking particle $i$ leaves $|V_{ki}|^2$ times column norms equal to one, so the means are the same. For this input, agreement of the mean counts therefore cannot show that a boson-sampling simulation contains many-particle interference. Single-particle interference is already included in the entries of $V$.

Finally, $P=VV^\dagger$ satisfies $P^2=P=P^\dagger$, and $P_{kk}=\langle N_k\rangle$. Hence $P_{kk}=\sum_l|P_{kl}|^2\ge P_{kk}^2$, which forces $\langle N_k\rangle\le1$.

## Two bosons in three modes

Number the modes from 0 and take

$$V=\frac13\begin{pmatrix}2&-2\\2&1\\1&2\end{pmatrix}.$$

Each column has squared norm $9/9=1$, and their inner product is $(-4+2+2)/9=0$. The permanents give these pattern probabilities:

| Modes occupied | 0,0 | 1,1 | 2,2 | 0,1 | 0,2 | 1,2 |
|---|---|---|---|---|---|---|
| Probability × 81 | 32 | 8 | 8 | 4 | 4 | 25 |

Mode 0 has mean $(2\cdot32+4+4)/81=8/9$, which matches $4/9+4/9$. Modes 1 and 2 each have $(2\cdot8+4+25)/81=5/9$. Distinguishable particles would both reach mode 0 with probability $16/81$, half the boson value, although the means coincide.

## Detection lists and weights in Lean

The numbers of output modes and bosons are arbitrary naturals `m` and `n`.

```lean
import Mathlib

open Finset Matrix
open scoped ComplexConjugate

namespace BosonSamplingMeanCounts

noncomputable section

variable {m n : ℕ}
```

Rows of `V` are outputs and columns are inputs. The submatrix takes row `f i` for particle `i` and keeps all columns.

```lean
/-- The unnormalised boson amplitude for the detection list `f`: the permanent of the matrix whose
`i`-th row is row `f i` of `V`. -/
def amplitude (V : Matrix (Fin m) (Fin n) ℂ) (f : Fin n → Fin m) : ℂ :=
  (V.submatrix f id).permanent
```

The weight belongs to a labelled list, as above.

```lean
/-- The weight of a detection list: the squared modulus of its amplitude over `n!`. -/
def weight (V : Matrix (Fin m) (Fin n) ℂ) (f : Fin n → Fin m) : ℝ :=
  ‖amplitude V f‖ ^ 2 / (n.factorial : ℝ)
```

The occupation number $N_k(f)$ is called `count`.

```lean
/-- The occupation number of mode `k` in the detection list `f`. -/
def count (f : Fin n → Fin m) (k : Fin m) : ℕ :=
  (univ.filter (fun i => f i = k)).card
```

The mean is a finite weighted sum over all lists.

```lean
/-- The weighted sum of the occupation number of mode `k` over all detection lists. -/
def meanCount (V : Matrix (Fin m) (Fin n) ℂ) (k : Fin m) : ℝ :=
  ∑ f : Fin n → Fin m, weight V f * (count f k : ℝ)
```

These definitions postulate the permanent rule. Identifying `weight` with a detection probability requires the Fock-space description of perfectly indistinguishable bosons, which is the step from this model to an experiment.

## One-body averages

The first lemma is the independent summation with one marked factor. It absorbs `h (f i)` into the product as a factor that is 1 except at `l = i`, exchanges sum and product with `prod_univ_sum`, and separates the marked factor again. It holds over any commutative ring, so it serves both the complex boson terms and the real classical probabilities.

```lean
/-- A sum over all detection lists of a product of one-particle factors, with an observable
`h` read off at particle `i`, splits into one-particle sums. -/
theorem sum_prod_marked {R : Type*} [CommRing R] (a : Fin n → Fin m → R)
    (h : Fin m → R) (i : Fin n) :
    ∑ f : Fin n → Fin m, (∏ l, a l (f l)) * h (f i) =
      (∑ k, a i k * h k) * ∏ l ∈ univ.erase i, ∑ k, a l k := by
  calc _ = ∑ f : Fin n → Fin m, ∏ l, (a l (f l) * if l = i then h (f l) else 1) := by
        refine sum_congr rfl fun f _ => ?_
        rw [prod_mul_distrib]
        simp
    _ = ∏ l, ∑ k, (a l k * if l = i then h k else 1) := by
        rw [prod_univ_sum, Fintype.piFinset_univ]
    _ = _ := by
        rw [← mul_prod_erase univ _ (mem_univ i)]
        congr 1
        · simp
        · refine prod_congr rfl fun l hl => ?_
          simp [ne_of_mem_erase hl]
```

The next theorem evaluates one pair $\sigma,\tau$. The hypothesis `hV` is $V^\dagger V=1$, and `orth` reads off its entries. For distinct permutations, `hex` finds an unmarked particle where they differ. Otherwise they would differ only at `i`; the particle that `σ` sends to `τ i` would then be sent there by `τ` as well, contradicting injectivity. The Kronecker delta at the particle found makes the product zero.

```lean
/-- For orthonormal columns, two exchange terms `σ` and `τ` interfere in a one-body
average only if they are the same permutation. -/
theorem exchange_terms (V : Matrix (Fin m) (Fin n) ℂ) (hV : Vᴴ * V = 1)
    (h : Fin m → ℂ) (σ τ : Equiv.Perm (Fin n)) (i : Fin n) :
    ∑ f : Fin n → Fin m, (∏ l, conj (V (f l) (σ l)) * V (f l) (τ l)) * h (f i) =
      if σ = τ then ∑ k, h k * (‖V k (σ i)‖ : ℂ) ^ 2 else 0 := by
  have orth : ∀ a b, ∑ k, conj (V k a) * V k b = if a = b then 1 else 0 := by
    intro a b
    have := congrFun (congrFun hV a) b
    simpa [Matrix.mul_apply, Matrix.one_apply] using this
  refine (sum_prod_marked (fun l k => conj (V k (σ l)) * V k (τ l)) h i).trans ?_
  simp only [orth]
  by_cases hst : σ = τ
  · subst hst
    simp only [eq_self, if_true, prod_const_one, mul_one, Complex.conj_mul']
    exact sum_congr rfl fun k _ => mul_comm _ _
  · -- distinct permutations already differ at some unmarked particle
    have hex : ∃ l, l ≠ i ∧ σ l ≠ τ l := by
      by_contra hc
      have hc' : ∀ l, l ≠ i → σ l = τ l :=
        fun l hl => by_contra fun hne => hc ⟨l, hl, hne⟩
      have hi : σ i = τ i := by
        by_contra hne
        have hj : σ.symm (τ i) ≠ i := fun e => hne (σ.symm_apply_eq.mp e).symm
        have h2 := hc' _ hj
        rw [Equiv.apply_symm_apply] at h2
        exact hj (τ.injective h2).symm
      apply hst
      refine Equiv.ext fun l => ?_
      by_cases hl : l = i
      · rw [hl, hi]
      · exact hc' l hl
    obtain ⟨l, hl, hne⟩ := hex
    rw [prod_eq_zero (mem_erase.mpr ⟨hl, mem_univ l⟩) (if_neg hne), mul_zero, if_neg hst]
```

The average of a real observable follows the derivation above. Here `e` expands the squared permanent, transposing first to match Mathlib's index order. `H` reorders the sums, applies `exchange_terms`, relabels columns with `Equiv.sum_comp` and counts the permutations. `H'` returns to real numbers, and the last calculation divides by $n!$.

```lean
/-- For orthonormal columns, the boson average of a real one-body observable `h` is the sum
of its averages over the single-particle distributions `|V k j|²`. -/
theorem mean_oneBody (V : Matrix (Fin m) (Fin n) ℂ) (hV : Vᴴ * V = 1) (h : Fin m → ℝ) :
    ∑ f : Fin n → Fin m, weight V f * ∑ i, h (f i) =
      ∑ j, ∑ k, h k * ‖V k j‖ ^ 2 := by
  -- the squared permanent as a double sum over permutations
  have e : ∀ f : Fin n → Fin m, (‖amplitude V f‖ : ℂ) ^ 2 =
      ∑ σ : Equiv.Perm (Fin n), ∑ τ : Equiv.Perm (Fin n),
        ∏ l, conj (V (f l) (σ l)) * V (f l) (τ l) := by
    intro f
    have ha : amplitude V f = ∑ σ : Equiv.Perm (Fin n), ∏ l, V (f l) (σ l) := by
      rw [amplitude, ← Matrix.permanent_transpose]
      rfl
    rw [← Complex.conj_mul', ha, map_sum, sum_mul_sum]
    refine sum_congr rfl fun σ _ => sum_congr rfl fun τ _ => ?_
    rw [map_prod, prod_mul_distrib]
  have H : ∑ f : Fin n → Fin m, (‖amplitude V f‖ : ℂ) ^ 2 * ∑ i, (h (f i) : ℂ) =
      (n.factorial : ℂ) * ∑ j, ∑ k, (h k : ℂ) * (‖V k j‖ : ℂ) ^ 2 := by
    calc _ = ∑ i, ∑ σ : Equiv.Perm (Fin n), ∑ τ : Equiv.Perm (Fin n),
          ∑ f : Fin n → Fin m,
            (∏ l, conj (V (f l) (σ l)) * V (f l) (τ l)) * (h (f i) : ℂ) := by
          simp_rw [e, mul_sum, sum_mul]
          refine sum_comm.trans (sum_congr rfl fun i _ => ?_)
          refine sum_comm.trans (sum_congr rfl fun σ _ => ?_)
          exact sum_comm
      _ = ∑ i, ∑ σ : Equiv.Perm (Fin n), ∑ k, (h k : ℂ) * (‖V k (σ i)‖ : ℂ) ^ 2 := by
          refine sum_congr rfl fun i _ => sum_congr rfl fun σ _ => ?_
          refine (sum_congr rfl fun τ _ =>
            exchange_terms V hV (fun k => (h k : ℂ)) σ τ i).trans ?_
          simp
      _ = ∑ _σ : Equiv.Perm (Fin n), ∑ j, ∑ k, (h k : ℂ) * (‖V k j‖ : ℂ) ^ 2 :=
          sum_comm.trans (sum_congr rfl fun σ _ =>
            Equiv.sum_comp σ (fun j => ∑ k, (h k : ℂ) * (‖V k j‖ : ℂ) ^ 2))
      _ = _ := by
          rw [sum_const, card_univ, Fintype.card_perm, Fintype.card_fin, nsmul_eq_mul]
  have H' : ∑ f : Fin n → Fin m, ‖amplitude V f‖ ^ 2 * ∑ i, h (f i) =
      (n.factorial : ℝ) * ∑ j, ∑ k, h k * ‖V k j‖ ^ 2 := by
    exact_mod_cast H
  have hn : (n.factorial : ℝ) ≠ 0 := by exact_mod_cast n.factorial_ne_zero
  calc _ = (∑ f : Fin n → Fin m, ‖amplitude V f‖ ^ 2 * ∑ i, h (f i)) / n.factorial := by
        rw [sum_div]
        refine sum_congr rfl fun f _ => ?_
        rw [weight]
        ring
    _ = _ := by rw [H', mul_div_cancel_left₀ _ hn]
```

The indicator of mode `k` turns this into the mean-count formula.

```lean
/-- For orthonormal columns, the mean number of bosons in output mode `k` is the sum over
the input modes `j` of the single-particle probabilities `|V k j|²`. -/
theorem meanCount_eq (V : Matrix (Fin m) (Fin n) ℂ) (hV : Vᴴ * V = 1) (k : Fin m) :
    meanCount V k = ∑ j, ‖V k j‖ ^ 2 := by
  have := mean_oneBody V hV (fun l => if l = k then 1 else 0)
  simpa [meanCount, count] using this
```

## Distinguishable particles and the bound of one

In the classical product, the argument of `f` labels the input mode. The facts `col` and `hc` supply the column norms and write the count as a sum of indicators. The boson side is rewritten with `meanCount_eq`, and `sum_prod_marked` evaluates the classical side.

```lean
/-- For orthonormal columns, distinguishable particles, where particle `j` independently
reaches mode `f j` with probability `|V (f j) j|²`, have the same mean counts as bosons. -/
theorem distinguishable_meanCount (V : Matrix (Fin m) (Fin n) ℂ) (hV : Vᴴ * V = 1)
    (k : Fin m) :
    ∑ f : Fin n → Fin m, (∏ j, ‖V (f j) j‖ ^ 2) * (count f k : ℝ) = meanCount V k := by
  have col : ∀ j, ∑ l, ‖V l j‖ ^ 2 = 1 := by
    intro j
    have h := congrFun (congrFun hV j) j
    have h' : ∑ l, (‖V l j‖ : ℂ) ^ 2 = 1 := by
      simpa [Matrix.mul_apply, Complex.conj_mul'] using h
    exact_mod_cast h'
  have hc : ∀ f : Fin n → Fin m,
      (count f k : ℝ) = ∑ i, if f i = k then (1 : ℝ) else 0 := by
    intro f
    simp [count]
  rw [meanCount_eq V hV]
  simp_rw [hc, mul_sum]
  refine sum_comm.trans (sum_congr rfl fun i _ => ?_)
  refine (sum_prod_marked (fun j l => ‖V l j‖ ^ 2)
    (fun l => if l = k then (1 : ℝ) else 0) i).trans ?_
  simp [col]
```

The bound uses the projection $P$. `hP` is $P^2=P$, `hkk` identifies the diagonal entry, and `hsym` is Hermiticity. `h4` keeps a single term of the row sum, and `nlinarith` concludes from $x^2\le x$. The bound limits the mean, not single detections: in the example both bosons can land in mode 0.

```lean
/-- For orthonormal columns, no output mode holds more than one boson on average. -/
theorem meanCount_le_one (V : Matrix (Fin m) (Fin n) ℂ) (hV : Vᴴ * V = 1) (k : Fin m) :
    meanCount V k ≤ 1 := by
  rw [meanCount_eq V hV]
  -- `V Vᴴ` is a Hermitian projection, and the mean count is its diagonal entry
  have hP : V * Vᴴ * (V * Vᴴ) = V * Vᴴ := by
    rw [Matrix.mul_assoc, ← Matrix.mul_assoc Vᴴ, hV, Matrix.one_mul]
  have hkk : (V * Vᴴ) k k = ((∑ j, ‖V k j‖ ^ 2 : ℝ) : ℂ) := by
    simp [Matrix.mul_apply, Complex.mul_conj']
  have hsym : ∀ l, (V * Vᴴ) l k = conj ((V * Vᴴ) k l) := by
    intro l
    simp [Matrix.mul_apply, mul_comm]
  have h1 : ∑ l, (V * Vᴴ) k l * (V * Vᴴ) l k = (V * Vᴴ) k k :=
    Matrix.mul_apply.symm.trans (congrFun (congrFun hP k) k)
  have h2 : ∑ l, (‖(V * Vᴴ) k l‖ : ℂ) ^ 2 = ((∑ j, ‖V k j‖ ^ 2 : ℝ) : ℂ) :=
    ((sum_congr rfl fun l _ => by rw [hsym l, Complex.mul_conj']).trans h1).trans hkk
  have h3 : ∑ l, ‖(V * Vᴴ) k l‖ ^ 2 = ∑ j, ‖V k j‖ ^ 2 := by exact_mod_cast h2
  have h4 : ‖(V * Vᴴ) k k‖ ^ 2 ≤ ∑ l, ‖(V * Vᴴ) k l‖ ^ 2 :=
    single_le_sum (f := fun l => ‖(V * Vᴴ) k l‖ ^ 2)
      (fun _ _ => by positivity) (mem_univ k)
  rw [h3, hkk, Complex.norm_real, Real.norm_eq_abs, sq_abs] at h4
  nlinarith
```

## The three-mode interferometer in Lean

This is the matrix worked out above.

```lean
/-- An interferometer matrix taking two input modes to three output modes. -/
def threeMode : Matrix (Fin 3) (Fin 2) ℂ :=
  !![2 / 3, -2 / 3; 2 / 3, 1 / 3; 1 / 3, 2 / 3]
```

Orthonormality is checked on the four entries of $V^\dagger V$.

```lean
/-- The matrix `threeMode` has orthonormal columns. -/
theorem threeMode_witness : threeModeᴴ * threeMode = 1 := by
  have h2 : conj (2 : ℂ) = 2 := Complex.ext (by simp) (by simp)
  have h3 : conj (3 : ℂ) = 3 := Complex.ext (by simp) (by simp)
  ext i j
  fin_cases i <;> fin_cases j <;>
    simp [threeMode, Matrix.mul_apply, Fin.sum_univ_succ, h2, h3] <;> norm_num
```

The mean counts then come from `meanCount_eq`, with no permanent evaluated.

```lean
/-- Two bosons sent through `threeMode` have mean counts 8/9, 5/9 and 5/9. -/
theorem threeMode_meanCount :
    meanCount threeMode 0 = 8 / 9 ∧ meanCount threeMode 1 = 5 / 9 ∧
      meanCount threeMode 2 = 5 / 9 := by
  simp only [meanCount_eq threeMode threeMode_witness, Fin.sum_univ_two]
  refine ⟨?_, ?_, ?_⟩ <;> simp [threeMode] <;> norm_num

end

end BosonSamplingMeanCounts
```

```lean
#print axioms BosonSamplingMeanCounts.meanCount_eq
-- 'BosonSamplingMeanCounts.meanCount_eq' depends on axioms: [propext, Classical.choice, Quot.sound]
#print axioms BosonSamplingMeanCounts.distinguishable_meanCount
-- 'BosonSamplingMeanCounts.distinguishable_meanCount' depends on axioms: [propext, Classical.choice, Quot.sound]
#print axioms BosonSamplingMeanCounts.meanCount_le_one
-- 'BosonSamplingMeanCounts.meanCount_le_one' depends on axioms: [propext, Classical.choice, Quot.sound]
#print axioms BosonSamplingMeanCounts.threeMode_meanCount
-- 'BosonSamplingMeanCounts.threeMode_meanCount' depends on axioms: [propext, Classical.choice, Quot.sound]
```
